# The average of sᵢsₖ over all sign vectors is δᵢₖ

The lemma `signAvg_pair` concerns vectors of signs, each component +1 or −1, indexed by a finite set and averaged with equal weight over all possible choices. It states that the average of sᵢsₖ is 1 when i = k and 0 otherwise, so the matrix of these averages is the identity. For i = k the attempt shows that the product is 1 on every sign vector. For i ≠ k it flips the sign at i, which permutes the sign vectors and reverses the product, so the sum equals its own negative and vanishes.

Lean 4 with Mathlib refuses this proof:

```lean
import Mathlib

open MeasureTheory Set

namespace StochasticOrbitalMP2

noncomputable section

variable {I A J B : Type*} [Fintype I] [Fintype A] [Fintype J] [Fintype B]
  [DecidableEq I] [DecidableEq A] [DecidableEq J] [DecidableEq B]

/-- The random sign `+1` or `-1` encoded by a Boolean. -/
def sgn (b : Bool) : ℝ := if b then 1 else -1

/-- The average of `f` over all sign vectors, each taken with equal weight. -/
def signAvg (f : (I → ℝ) → ℝ) : ℝ :=
  (∑ s : I → Bool, f (fun i => sgn (s i))) / 2 ^ Fintype.card I

/-- A quantity that takes the same value on every sign vector has that value as its average. -/
theorem signAvg_of_const {f : (I → ℝ) → ℝ} {c : ℝ}
    (h : ∀ s : I → Bool, f (fun i => sgn (s i)) = c) : signAvg f = c := by
  simp [signAvg, h]

/-- The product of two different components of a random sign vector averages to zero, and the square
of each component averages to one. -/
theorem signAvg_pair (i k : I) :
    signAvg (fun s : I → ℝ => s i * s k) = if i = k then 1 else 0 := by
  by_cases h : i = k
  · subst h
    rw [if_pos rfl]
    refine signAvg_of_const fun s => ?_
    cases s i <;> simp [sgn]
  · -- flipping the sign at `i` reverses the product, so the sum cancels
    let e : Equiv.Perm (I → Bool) := Function.Involutive.toPerm
      (fun s : I → Bool => Function.update s i (!s i)) (by intro s; simp)
    have hs := Equiv.sum_comp e (fun s => sgn (s i) * sgn (s k))
    have hf : ∀ s, sgn (e s i) * sgn (e s k) = -(sgn (s i) * sgn (s k)) := by
      intro s
      have h1 : e s i = !s i := by
        change Function.update s i (!s i) i = _
        simp
      have h2 : e s k = s k := by
        change Function.update s i (!s i) k = _
        exact Function.update_of_ne (Ne.symm h) _ _
      rw [h1, h2]
      cases s i <;> simp [sgn]
    simp only [hf, Finset.sum_neg_distrib] at hs
    have h0 : ∑ s : I → Bool, sgn (s i) * sgn (s k) = 0 := by linarith
    simp only [signAvg, h0, zero_div, if_neg h]

end

end StochasticOrbitalMP2
```

Compiling this gives:

```
Main.lean:29:2: error: unsolved goals
case pos.false
I : Type u_1
inst✝¹ : Fintype I
inst✝ : DecidableEq I
i : I
s : I → Bool
⊢ (if s i = true then if s i = true then 1 else -1 else -if s i = true then 1 else -1) = 1

case pos.true
I : Type u_1
inst✝¹ : Fintype I
inst✝ : DecidableEq I
i : I
s : I → Bool
⊢ (if s i = true then if s i = true then 1 else -1 else -if s i = true then 1 else -1) = 1
Main.lean:37:75: error: unsolved goals
case false
I : Type u_1
inst✝¹ : Fintype I
inst✝ : DecidableEq I
i k : I
h : ¬i = k
e : Equiv.Perm (I → Bool) := Function.Involutive.toPerm (fun s => Function.update s i !s i) ⋯
hs : ∑ i_1, sgn (e i_1 i) * sgn (e i_1 k) = ∑ i_1, sgn (i_1 i) * sgn (i_1 k)
s : I → Bool
h1 : e s i = !s i
h2 : e s k = s k
⊢ (if s k = true then 1 else -1) = -if s k = true then -1 else 1

case true
I : Type u_1
inst✝¹ : Fintype I
inst✝ : DecidableEq I
i k : I
h : ¬i = k
e : Equiv.Perm (I → Bool) := Function.Involutive.toPerm (fun s => Function.update s i !s i) ⋯
hs : ∑ i_1, sgn (e i_1 i) * sgn (e i_1 k) = ∑ i_1, sgn (i_1 i) * sgn (i_1 k)
s : I → Bool
h1 : e s i = !s i
h2 : e s k = s k
⊢ (if s k = true then -1 else 1) = -if s k = true then 1 else -1
```

Cause. Both errors are unsolved goals left by `simp` after `cases s i`.

In the first, the goal still contains the function `fun i => sgn (s i)`, not yet evaluated at the fixed index. `cases s i` therefore finds no `s i` to replace, and both cases are left with the same goal, in which `s i` is still undetermined. The repair proves `sgn b * sgn b = 1` for any Boolean `b`, where `cases b` does take effect, and applies it to `s i`; `exact` accepts this because the two forms agree by definition.

In the second, `cases s i` works, but unfolding `sgn` also turns `sgn (s k)` into an `if`. `simp` multiplies the factor −1 coming from the sign at `i` into the branches of an `if`, on the right when `s i` is false and on the left when it is true. In both cases it leaves the leading minus sign of the right-hand side outside the `if`. The two sides are equal, but `simp` does not bring them to the same form, and `s k` was never split into cases. The repair proves `sgn (!b) = -sgn b` separately, then rewrites with it and `neg_mul`, so `sgn (s k)` is never unfolded and the two sides become identical.

The change, after which it compiles:

```diff
@@ -29,6 +29,6 @@
   · subst h
     rw [if_pos rfl]
-    refine signAvg_of_const fun s => ?_
-    cases s i <;> simp [sgn]
+    have hb : ∀ b, sgn b * sgn b = 1 := by intro b; cases b <;> simp [sgn]
+    exact signAvg_of_const fun s => hb (s i)
   · -- flipping the sign at `i` reverses the product, so the sum cancels
     let e : Equiv.Perm (I → Bool) := Function.Involutive.toPerm
@@ -43,6 +43,6 @@
         change Function.update s i (!s i) k = _
         exact Function.update_of_ne (Ne.symm h) _ _
-      rw [h1, h2]
-      cases s i <;> simp [sgn]
+      have hnot : ∀ b, sgn (!b) = -sgn b := by intro b; cases b <;> simp [sgn]
+      rw [h1, h2, hnot, neg_mul]
     simp only [hf, Finset.sum_neg_distrib] at hs
     have h0 : ∑ s : I → Bool, sgn (s i) * sgn (s k) = 0 := by linarith
```
